# Two equally large, independently occupied sublattices with A-fractions \(c\pm\eta\) have Warren–Cowley parameter \(-\eta^2/(c(1-c))\) for pairs across them

Take two sites, independently occupied by A with probabilities \(c+\eta\) and \(c-\eta\), and by B otherwise, where \(0<c<1\). Averaged over both orders of the pair, the probability of A on the first site and B on the second is

\[
\tfrac12\big[(c+\eta)(1-c+\eta)+(c-\eta)(1-c-\eta)\big]=c(1-c)+\eta^2 .
\]

A random alloy of the same mean composition has \(c(1-c)\). One minus the ratio is \(\alpha=-\eta^2/(c(1-c))\), although the sites are independent. Here a nonzero \(\alpha\) reflects long-range order alone, so in a simulation of an ordered alloy it is not by itself evidence of further correlation between the sites.

## Configurations and pair averages

Let \(V\) be a finite set of sites. A configuration \(\sigma\) assigns `true` (A) or `false` (B) to each site, and `weight` is the product of the one-site probabilities, \(p_k\) for A and \(1-p_k\) for B.

In Lean 4 with Mathlib:

```lean
import Mathlib

open Finset

namespace SublatticeOrder

noncomputable section

/-- Indicator of an A atom: `true` stands for A and `false` for B. -/
def isA : Bool → ℝ
  | true => 1
  | false => 0
```

The sign \(s=\pm1\) labels the sublattices.

```lean
/-- The sign that distinguishes the two sublattices. -/
def sgn : Bool → ℝ
  | true => 1
  | false => -1

section Independent

variable {V : Type*} [Fintype V] [DecidableEq V]

/-- Weight of a configuration when site `k` independently carries A with probability `p k`. -/
def weight (p : V → ℝ) (σ : V → Bool) : ℝ :=
  ∏ k, if σ k then p k else 1 - p k
```

The probabilities are sums over all configurations.

```lean
/-- Probability of finding A at site `i`. -/
def probA (p : V → ℝ) (i : V) : ℝ := ∑ σ, weight p σ * isA (σ i)

/-- Probability of finding A at site `i` and B at site `j`. -/
def probAB (p : V → ℝ) (i j : V) : ℝ :=
  ∑ σ, weight p σ * (isA (σ i) * (1 - isA (σ j)))
```

The composition \(x\) is an ensemble mean, so single configurations may deviate from it.

```lean
/-- Mean fraction of A atoms over all sites. -/
def conc (p : V → ℝ) : ℝ := (∑ i, probA p i) / (Fintype.card V : ℝ)
```

For a set \(S\) of ordered pairs, \(\alpha_S=1-\overline{P_{AB}}/(x(1-x))\), where the bar averages over \(S\).

```lean
/-- Warren-Cowley parameter of a set `S` of ordered pairs of sites. -/
def alpha (S : Finset (V × V)) (p : V → ℝ) : ℝ :=
  1 - (∑ e ∈ S, probAB p e.1 e.2) / (S.card : ℝ) / (conc p * (1 - conc p))
```

## (a) Averages of products

**Show that the mean of \(\prod_k g_k(\sigma_k)\) is the product of the one-site means.**

Combine the factors at each site and exchange sum and product:

\[
\sum_\sigma\prod_k w_k(\sigma_k)g_k(\sigma_k)=\prod_k\big[p_kg_k(A)+(1-p_k)g_k(B)\big],
\]

with \(w_k(A)=p_k\) and \(w_k(B)=1-p_k\). The exchange is `Finset.prod_univ_sum`.

```lean
/-- The average of a product of one-site functions is the product of their averages. -/
theorem mean_prod (p : V → ℝ) (g : V → Bool → ℝ) :
    ∑ σ, weight p σ * ∏ k, g k (σ k) =
      ∏ k, (p k * g k true + (1 - p k) * g k false) := by
  have h : ∏ k, ∑ b : Bool, (if b then p k else 1 - p k) * g k b =
      ∑ σ : V → Bool, ∏ k, (if σ k then p k else 1 - p k) * g k (σ k) := by
    rw [Finset.prod_univ_sum, Fintype.piFinset_univ]
  simp only [weight, ← Finset.prod_mul_distrib]
  refine h.symm.trans (Finset.prod_congr rfl fun k _ => ?_)
  simp
```

## (b) Normalisation

**Show that the weights form a probability distribution if every \(p_k\in[0,1]\).**

Every factor is nonnegative. Setting \(g_k=1\) in (a) gives the total \(\prod_k(p_k+1-p_k)=1\).

```lean
/-- For site occupations in [0,1] the weights are nonnegative and sum to one. -/
theorem weight_probability (p : V → ℝ) (hp : ∀ k, p k ∈ Set.Icc (0 : ℝ) 1) :
    (∀ σ, 0 ≤ weight p σ) ∧ ∑ σ, weight p σ = 1 := by
  constructor
  · intro σ
    refine Finset.prod_nonneg fun k _ => ?_
    split_ifs
    · exact (hp k).1
    · exact sub_nonneg.mpr (hp k).2
  · simpa using mean_prod p (fun _ _ => 1)
```

## (c) One site

**Find the probability of A at site \(i\).**

In (a), let \(g_i\) indicate A and set every other \(g_k=1\). Only the factor \(p_i\) remains.

```lean
/-- The probability of A at a site is its prescribed occupation. -/
theorem probA_eq (p : V → ℝ) (i : V) : probA p i = p i := by
  have h : ∀ σ : V → Bool, isA (σ i) = ∏ k, (if k = i then isA (σ k) else 1) := by
    intro σ
    simp
  unfold probA
  refine (Finset.sum_congr rfl fun σ _ => congrArg (weight p σ * ·) (h σ)).trans
    ((mean_prod p (fun k b => if k = i then isA b else 1)).trans ?_)
  have h2 : ∀ k, p k * (if k = i then isA true else 1) +
      (1 - p k) * (if k = i then isA false else 1) = if k = i then p k else 1 := by
    intro k
    by_cases hk : k = i <;> simp [hk, isA]
  refine (Finset.prod_congr rfl fun k _ => h2 k).trans ?_
  simp
```

## (d) Two sites

**Find the probability of A at \(i\) and B at \(j\neq i\).**

Now \(g_i\) indicates A and \(g_j\) indicates B, giving \(p_i(1-p_j)\). The proof splits each factor by whether \(k\) is \(i\), \(j\) or neither.

```lean
/-- On distinct sites the A-B pair probability factorises. -/
theorem probAB_eq (p : V → ℝ) {i j : V} (hij : i ≠ j) :
    probAB p i j = p i * (1 - p j) := by
  have h : ∀ σ : V → Bool, isA (σ i) * (1 - isA (σ j)) =
      ∏ k, ((if k = i then isA (σ k) else 1) * (if k = j then 1 - isA (σ k) else 1)) := by
    intro σ
    rw [Finset.prod_mul_distrib]
    simp
  unfold probAB
  refine (Finset.sum_congr rfl fun σ _ => congrArg (weight p σ * ·) (h σ)).trans
    ((mean_prod p (fun k b => (if k = i then isA b else 1) *
      (if k = j then 1 - isA b else 1))).trans ?_)
  have h2 : ∀ k, p k * ((if k = i then isA true else 1) * (if k = j then 1 - isA true else 1)) +
      (1 - p k) * ((if k = i then isA false else 1) * (if k = j then 1 - isA false else 1)) =
      (if k = i then p k else 1) * (if k = j then 1 - p k else 1) := by
    intro k
    by_cases hi : k = i
    · subst hi
      simp [isA, hij]
    · by_cases hj : k = j
      · subst hj
        simp [isA, hi]
      · simp [hi, hj]
  refine (Finset.prod_congr rfl fun k _ => h2 k).trans ?_
  rw [Finset.prod_mul_distrib]
  simp

end Independent
```

## Sublattices and shells

A site is now a pair (sublattice, cell), with cells in the finite type `κ`, so both sublattices have equally many sites. The occupation is \(p_i=c+\eta s_i\).

```lean
variable {κ : Type*} [Fintype κ] [DecidableEq κ]

/-- Sublattice occupations: A-fraction `c + η` on one sublattice and `c - η` on the other. -/
def occ (c η : ℝ) (i : Bool × κ) : ℝ := c + η * sgn i.1
```

A shell needs no geometry: it is any nonempty set of ordered pairs of distinct sites, closed under exchange.

```lean
/-- A shell: a nonempty set of ordered pairs of distinct sites, closed under exchange. -/
structure IsShell (S : Finset ((Bool × κ) × (Bool × κ))) : Prop where
  nonempty : S.Nonempty
  distinct : ∀ e ∈ S, e.1 ≠ e.2
  symm : ∀ e ∈ S, e.swap ∈ S
```

Balance means that equally many pairs start on each sublattice, so neither is favoured in the average.

```lean
/-- As many pairs of `S` start on one sublattice as on the other. -/
def Balanced (S : Finset ((Bool × κ) × (Bool × κ))) : Prop := ∑ e ∈ S, sgn e.1.1 = 0

/-- All ordered pairs of distinct sites that share a sublattice. -/
def withinPairs (κ : Type*) [Fintype κ] [DecidableEq κ] :
    Finset ((Bool × κ) × (Bool × κ)) :=
  Finset.univ.filter fun e => e.1.1 = e.2.1 ∧ e.1.2 ≠ e.2.2
```

## (e) Mean composition

**Show that \(x=c\).**

With \(N\geq1\) cells, \(x=[N(c+\eta)+N(c-\eta)]/(2N)=c\).

```lean
/-- The mean composition of the two sublattices is `c`. -/
theorem conc_occ [Nonempty κ] (c η : ℝ) : conc (occ (κ := κ) c η) = c := by
  have hκ : (Fintype.card κ : ℝ) ≠ 0 := Nat.cast_ne_zero.mpr Fintype.card_ne_zero
  simp only [conc, probA_eq, occ, Fintype.sum_prod_type, Fintype.sum_bool, sgn,
    Finset.sum_const, Finset.card_univ, nsmul_eq_mul, Fintype.card_prod, Fintype.card_bool]
  push_cast
  rw [div_eq_iff (mul_ne_zero two_ne_zero hκ)]
  ring
```

## (f) Any balanced shell

**Express \(\alpha_S\) through the sublattice signs.**

For a pair \(e=(i,j)\), part (d) gives

\[
p_i(1-p_j)=c(1-c)+\eta(1-c)s_i-\eta c\,s_j-\eta^2s_is_j .
\]

Balance removes the sum of \(s_i\), and exchange symmetry then removes that of \(s_j\) (`h2`). Hence \(\overline{P_{AB}}=c(1-c)-\eta^2\,\overline{s_is_j}\) and, with \(0<c<1\) here and below,

\[
\alpha_S=\frac{\eta^2}{c(1-c)}\,\overline{s_is_j}.
\]

```lean
/-- In a balanced shell the Warren-Cowley parameter is `η²/(c(1-c))` times the mean product
of the sublattice signs of the two sites. -/
theorem alpha_eq {S : Finset ((Bool × κ) × (Bool × κ))} (hS : IsShell S) (hb : Balanced S)
    {c : ℝ} (η : ℝ) (h0 : 0 < c) (h1 : c < 1) :
    alpha S (occ c η) =
      η ^ 2 / (c * (1 - c)) * ((∑ e ∈ S, sgn e.1.1 * sgn e.2.1) / (S.card : ℝ)) := by
  obtain ⟨e₀, -⟩ := hS.nonempty
  have : Nonempty κ := ⟨e₀.1.2⟩
  have hn : (S.card : ℝ) ≠ 0 := Nat.cast_ne_zero.mpr hS.nonempty.card_pos.ne'
  have hx : c * (1 - c) ≠ 0 := (mul_pos h0 (sub_pos.mpr h1)).ne'
  unfold Balanced at hb
  -- exchange symmetry balances the second sites as well
  have h2 : ∑ e ∈ S, sgn e.2.1 = 0 :=
    (Finset.sum_nbij' Prod.swap Prod.swap hS.symm hS.symm
      (fun _ _ => rfl) (fun _ _ => rfl) (fun _ _ => rfl)).trans hb
  have hP : ∑ e ∈ S, probAB (occ c η) e.1 e.2 =
      S.card * (c * (1 - c)) - η ^ 2 * ∑ e ∈ S, sgn e.1.1 * sgn e.2.1 := by
    have h3 : ∀ e ∈ S, probAB (occ c η) e.1 e.2 = c * (1 - c) + η * (1 - c) * sgn e.1.1
        - η * c * sgn e.2.1 - η ^ 2 * (sgn e.1.1 * sgn e.2.1) := by
      intro e he
      rw [probAB_eq _ (hS.distinct e he)]
      simp only [occ]
      ring
    rw [Finset.sum_congr rfl h3]
    simp only [Finset.sum_sub_distrib, Finset.sum_add_distrib, ← Finset.mul_sum,
      Finset.sum_const, nsmul_eq_mul, hb, h2]
    ring
  rw [alpha, conc_occ, hP, sub_div, mul_div_cancel_left₀ _ hn, sub_div, div_self hx]
  ring
```

## (g) Across the sublattices

**Evaluate \(\alpha_S\) when every pair joins different sublattices.**

A pair and its exchange start on opposite sublattices, so balance is automatic. Since \(s_is_j=-1\), \(\alpha_S=-\eta^2/(c(1-c))\).

```lean
/-- For pairs across the sublattices the Warren-Cowley parameter is `-η²/(c(1-c))`. -/
theorem alpha_across {S : Finset ((Bool × κ) × (Bool × κ))} (hS : IsShell S)
    (hx : ∀ e ∈ S, e.1.1 ≠ e.2.1) {c : ℝ} (η : ℝ) (h0 : 0 < c) (h1 : c < 1) :
    alpha S (occ c η) = -η ^ 2 / (c * (1 - c)) := by
  have hn : (S.card : ℝ) ≠ 0 := Nat.cast_ne_zero.mpr hS.nonempty.card_pos.ne'
  have hs : ∀ a b : Bool, a ≠ b → sgn a = -sgn b ∧ sgn a * sgn b = -1 := by
    intro a b h
    cases a <;> cases b <;> simp_all [sgn]
  -- each pair and its exchange start on opposite sublattices
  have hb : Balanced S := by
    have h2 : ∑ e ∈ S, sgn e.2.1 = ∑ e ∈ S, sgn e.1.1 :=
      Finset.sum_nbij' Prod.swap Prod.swap hS.symm hS.symm
        (fun _ _ => rfl) (fun _ _ => rfl) (fun _ _ => rfl)
    have h3 : ∑ e ∈ S, sgn e.1.1 = -∑ e ∈ S, sgn e.2.1 := by
      rw [← Finset.sum_neg_distrib]
      exact Finset.sum_congr rfl fun e he => (hs _ _ (hx e he)).1
    unfold Balanced
    linarith
  rw [alpha_eq hS hb η h0 h1, Finset.sum_congr rfl fun e he => (hs _ _ (hx e he)).2,
    Finset.sum_const, nsmul_eq_mul, mul_div_cancel_left₀ _ hn]
  ring
```

## (h) Within the sublattices

**Evaluate \(\alpha_S\) for a balanced shell whose pairs each stay on one sublattice.**

Here \(s_is_j=1\), so \(\alpha_S=\eta^2/(c(1-c))\). Balance is now a hypothesis, because exchange keeps a pair on its sublattice.

```lean
/-- For a balanced shell within the sublattices the Warren-Cowley parameter is
`η²/(c(1-c))`. -/
theorem alpha_within {S : Finset ((Bool × κ) × (Bool × κ))} (hS : IsShell S)
    (hb : Balanced S) (hw : ∀ e ∈ S, e.1.1 = e.2.1) {c : ℝ} (η : ℝ)
    (h0 : 0 < c) (h1 : c < 1) :
    alpha S (occ c η) = η ^ 2 / (c * (1 - c)) := by
  have hn : (S.card : ℝ) ≠ 0 := Nat.cast_ne_zero.mpr hS.nonempty.card_pos.ne'
  have hs : ∀ e ∈ S, sgn e.1.1 * sgn e.2.1 = 1 := by
    intro e he
    rw [hw e he]
    cases e.2.1 <;> simp [sgn]
  rw [alpha_eq hS hb η h0 h1, Finset.sum_congr rfl hs, Finset.sum_const, nsmul_eq_mul,
    mul_div_cancel_left₀ _ hn, mul_one]
```

## (i) A balanced example

**Show that all distinct pairs within the sublattices form a balanced shell if there are at least two cells.**

Two different cells supply a pair, and exchange preserves the conditions. Swapping the sublattice labels (`f`) maps the set to itself and reverses \(\sum s_i\), which is therefore zero. Part (h) applies to this set.

```lean
/-- With at least two cells, all distinct pairs within the sublattices form a balanced shell. -/
theorem withinPairs_witness [Nontrivial κ] :
    IsShell (withinPairs κ) ∧ Balanced (withinPairs κ) := by
  refine ⟨⟨?_, ?_, ?_⟩, ?_⟩
  · obtain ⟨a, b, hab⟩ := exists_pair_ne κ
    exact ⟨((true, a), (true, b)), Finset.mem_filter.mpr ⟨Finset.mem_univ _, rfl, hab⟩⟩
  · intro e he h
    exact (Finset.mem_filter.mp he).2.2 (congrArg Prod.snd h)
  · intro e he
    have h := (Finset.mem_filter.mp he).2
    exact Finset.mem_filter.mpr ⟨Finset.mem_univ _, h.1.symm, h.2.symm⟩
  · -- interchanging the sublattices reverses the sign of the sum
    let f : (Bool × κ) × (Bool × κ) → (Bool × κ) × (Bool × κ) :=
      fun e => ((!e.1.1, e.1.2), (!e.2.1, e.2.2))
    have hf : ∀ e ∈ withinPairs κ, f e ∈ withinPairs κ := by
      intro e he
      have h := (Finset.mem_filter.mp he).2
      exact Finset.mem_filter.mpr ⟨Finset.mem_univ _, congrArg Bool.not h.1, h.2⟩
    have hff : ∀ e ∈ withinPairs κ, f (f e) = e := by
      intro e _
      simp [f]
    have h : ∑ e ∈ withinPairs κ, sgn e.1.1 = ∑ e ∈ withinPairs κ, -sgn e.1.1 := by
      refine Finset.sum_nbij' f f hf hf hff hff ?_
      rintro ⟨⟨a, x⟩, ⟨b, y⟩⟩ _
      cases a <;> simp [f, sgn]
    rw [Finset.sum_neg_distrib] at h
    unfold Balanced
    linarith
```

## (j) The lower limit

**For \(c\pm\eta\in[0,1]\), show that the cross-sublattice \(\alpha_S\geq-1\), and find when equality holds.**

The products \((c\pm\eta)(1-c\mp\eta)\) are nonnegative:

\[
c(1-c)-\eta^2\pm\eta(1-2c)\geq0 .
\]

Adding them gives \(\eta^2\leq c(1-c)\), hence the bound. At equality both signs of \(\eta(1-2c)\) are nonnegative, so it vanishes. The choice \(\eta=0\) would require \(c(1-c)=0\), so \(c=1/2\) and \(\eta=\pm1/2\): one sublattice is pure A, the other pure B. Conversely, these values give \(-1\).

```lean
/-- For occupations in [0,1] the cross-sublattice parameter is at least `-1`, with equality
exactly when `c = 1/2` and `η = ±1/2`. -/
theorem alpha_across_saturation {S : Finset ((Bool × κ) × (Bool × κ))} (hS : IsShell S)
    (hx : ∀ e ∈ S, e.1.1 ≠ e.2.1) {c η : ℝ} (h0 : 0 < c) (h1 : c < 1)
    (hp : c + η ∈ Set.Icc (0 : ℝ) 1) (hm : c - η ∈ Set.Icc (0 : ℝ) 1) :
    -1 ≤ alpha S (occ c η) ∧
      (alpha S (occ c η) = -1 ↔ c = 1 / 2 ∧ (η = 1 / 2 ∨ η = -1 / 2)) := by
  have hc : 0 < c * (1 - c) := mul_pos h0 (sub_pos.mpr h1)
  have ha := mul_nonneg hp.1 (sub_nonneg.mpr hp.2)
  have hb := mul_nonneg hm.1 (sub_nonneg.mpr hm.2)
  rw [alpha_across hS hx η h0 h1]
  constructor
  · rw [le_div_iff₀ hc]
    nlinarith
  · rw [div_eq_iff hc.ne']
    constructor
    · intro h
      -- equality forces both sublattices to be pure
      have hz : η * (1 - 2 * c) = 0 := by
        apply le_antisymm <;> nlinarith
      rcases mul_eq_zero.mp hz with h2 | h2
      · rw [h2] at h
        nlinarith
      · have h3 : c = 1 / 2 := by linarith
        rw [h3] at h
        have h4 : (η - 1 / 2) * (η + 1 / 2) = 0 := by linear_combination -h
        refine ⟨h3, ?_⟩
        rcases mul_eq_zero.mp h4 with h5 | h5
        · left
          linarith
        · right
          linarith
    · rintro ⟨h2, h3 | h3⟩ <;> rw [h2, h3] <;> norm_num

end

end SublatticeOrder
```

```lean
#print axioms SublatticeOrder.weight_probability
#print axioms SublatticeOrder.alpha_across
#print axioms SublatticeOrder.alpha_within
#print axioms SublatticeOrder.alpha_across_saturation
```

```
'SublatticeOrder.weight_probability' depends on axioms: [propext, Classical.choice, Quot.sound]
'SublatticeOrder.alpha_across' depends on axioms: [propext, Classical.choice, Quot.sound]
'SublatticeOrder.alpha_within' depends on axioms: [propext, Classical.choice, Quot.sound]
'SublatticeOrder.alpha_across_saturation' depends on axioms: [propext, Classical.choice, Quot.sound]
```
